# Derivatives of the Hamiltonian of a Finite Open Lattice in a Uniform Vector Potential as Nested Commutators with Position

## Two sites and one bond

Take two sites at coordinates $x_1 = 0$ and $x_2 = d$, with on-site energies $\varepsilon_1, \varepsilon_2$ and a hopping amplitude $t$ from site 2 to site 1. In a uniform vector potential the hopping acquires a phase:

$$
H(a) = \begin{pmatrix} \varepsilon_1 & t\,e^{-iad} \\ t^* e^{iad} & \varepsilon_2 \end{pmatrix},
\qquad
X = \begin{pmatrix} 0 & 0 \\ 0 & d \end{pmatrix}.
$$

Here $a = qA/\hbar$ for a particle of charge $q$ in a vector potential $A$, so $a$ is an inverse length. Differentiating the upper right entry gives $-id\,t\,e^{-iad}$. The commutator $[X, H(a)] = XH(a) - H(a)X$ has the upper right entry $(0 - d)\,t\,e^{-iad}$, and $i$ times this is the same number. The lower left entries agree in the same way, and on the diagonal both sides are zero. Hence $H'(a) = i[X, H(a)]$.

A second derivative brings down another factor $-id$, and a second commutator another factor $-d$. Differentiation and commutation both multiply each matrix element by its displacement, up to a factor $i$, and this continues to every order.

## Any finite set of sites

Let the sites have real coordinates $x_j$, let $X$ be the diagonal matrix with entries $x_j$, and let $H$ be any complex matrix on these sites. Define

$$
H(a)_{jk} = H_{jk}\, e^{ia(x_j - x_k)} .
$$

Write $C_m(M)$ for the $m$-fold nested commutator: $C_0(M) = M$ and $C_{m+1}(M) = [X, C_m(M)]$. The claim is that, for every natural number $m$ and every real $a$,

$$
H(a) = e^{iaX} H e^{-iaX}, \qquad \frac{d^m H(a)}{da^m} = i^m\, C_m(H(a)) .
$$

**The conjugation formula.** Powers of a diagonal matrix are taken entry by entry, and so is the exponential series. Thus $e^{iaX}$ is diagonal with entries $e^{iax_j}$. Multiplying $H$ by it from the left scales row $j$, and multiplying by $e^{-iaX}$ from the right scales column $k$:

$$
(e^{iaX} H e^{-iaX})_{jk} = e^{iax_j} H_{jk}\, e^{-iax_k} = H(a)_{jk} .
$$

**The commutators.** For any matrix $M$,

$$
[X, M]_{jk} = x_j M_{jk} - M_{jk} x_k = (x_j - x_k) M_{jk} .
$$

Applying this $m$ times gives $C_m(M)_{jk} = (x_j - x_k)^m M_{jk}$, where the zeroth power is 1 even when the displacement is zero.

**The derivatives.** Each derivative of $e^{ia(x_j - x_k)}$ produces one factor $i(x_j - x_k)$, so

$$
\frac{d^m}{da^m} H(a)_{jk} = \bigl(i(x_j - x_k)\bigr)^m H(a)_{jk} = i^m (x_j - x_k)^m H(a)_{jk} = i^m\, C_m(H(a))_{jk} .
$$

**The expansion in the vector potential.** Inserting the exponential series into the definition gives

$$
H(a)_{jk} = \sum_{m=0}^{\infty} \frac{(ia)^m}{m!} (x_j - x_k)^m H_{jk} = \sum_{m=0}^{\infty} \frac{(ia)^m}{m!}\, C_m(H)_{jk} ,
$$

which converges for every $a$.

**When a derivative vanishes.** Let $m \ge 1$. Neither $i^m$ nor the phase is ever zero, so the $m$-th derivative vanishes at a given $a$ exactly when, for each pair of sites, $x_j = x_k$ or $H_{jk} = 0$. This is the condition $(x_j - x_k)H_{jk} = 0$ for all $j, k$, which says $[X, H] = 0$. A Hamiltonian that connects sites at different coordinates therefore has nonzero coupling terms at every order in $a$. The continuum kinetic energy $p^2/2m_0$ of a particle of mass $m_0$ behaves differently, since its expansion in $A$ stops at second order.

In a finite one-particle tight-binding model with an orthonormal basis and a diagonal position operator, these derivatives are the operators needed for the response to a uniform electric field described by a time-dependent vector potential: $-\partial H/\partial A$ is the current operator $q\,(i/\hbar)[H, X]$, and the second derivative supplies the diamagnetic term.

The same argument handles a vector potential with several components. If site $j$ sits at $\mathbf r_j$ and the phase is $e^{i\mathbf a\cdot(\mathbf r_j - \mathbf r_k)}$, a derivative in the component $a_\alpha$ multiplies the entry by $i(\mathbf r_j - \mathbf r_k)_\alpha$, and a commutator with $X_\alpha$ multiplies it by the same displacement without the $i$. A mixed derivative is thus $i^m$ times the corresponding mixed nested commutator, in any order. The Lean development below keeps to a scalar $a$.

## The lattice and the vector potential in Lean

The sites form a finite type `n`, of any size. The order of a derivative is called `m`, as above.

```lean
import Mathlib

open Matrix

namespace NonlocalMinimalCoupling

noncomputable section

variable {n : Type*} [Fintype n] [DecidableEq n]
```

The coordinates are a function `x : n → ℝ`. They need not be distinct or evenly spaced. For a lattice in three dimensions and a vector potential of fixed direction, `x j` can be read as the component of the site's position along that direction.

```lean
/-- The position operator of a lattice whose sites sit at the real coordinates `x j`. -/
def position (x : n → ℝ) : Matrix n n ℂ := Matrix.diagonal fun j => (x j : ℂ)
```

Making `position` diagonal is a physical assumption: the basis orbitals have no dipole matrix elements between them. A basis with such elements, for instance an $s$ and a $p$ orbital on one atom, needs a position matrix that this definition does not provide.

The vector potential enters through the phases, so the exponential formula remains to be proved.

```lean
/-- The Hamiltonian in a uniform vector potential `a`: each matrix element carries the
phase `exp (i a (x j - x k))`. -/
def coupled (H : Matrix n n ℂ) (x : n → ℝ) (a : ℝ) : Matrix n n ℂ :=
  Matrix.of fun j k => H j k * Complex.exp (Complex.I * a * ((x j : ℂ) - x k))
```

This is the Peierls phase for a vector potential constant in space. A magnetic field, for which the phase is a line integral of $\mathbf A$ along the bond, is not described. Nor is a ring closed by periodic boundary conditions, where the bond across the boundary should carry its short displacement and not the difference of the two coordinates. `H` is an arbitrary complex matrix, and Hermiticity is nowhere required.

The nested commutator is defined by recursion, with each new commutator on the outside.

```lean
/-- The `m`-fold nested commutator `[X, [X, ... [X, M]]]`. -/
def nestedComm (X : Matrix n n ℂ) : ℕ → Matrix n n ℂ → Matrix n n ℂ
  | 0, M => M
  | m + 1, M => X * nestedComm X m M - nestedComm X m M * X
```

The derivative of the matrix is the matrix of derivatives. Each entry is a function of the real variable `b`, differentiated `m` times and evaluated at `a`.

```lean
/-- The `m`-th derivative of the coupled Hamiltonian with respect to the vector potential,
taken matrix element by matrix element. -/
def couplingDeriv (H : Matrix n n ℂ) (x : n → ℝ) (m : ℕ) (a : ℝ) : Matrix n n ℂ :=
  Matrix.of fun j k => iteratedDeriv m (fun b : ℝ => coupled H x b j k) a
```

## Displacements, exponentials and phases

The first lemma is the formula $C_m(M)_{jk} = (x_j - x_k)^m M_{jk}$. The inner statement `h` treats one commutator: `Matrix.diagonal_mul` and `Matrix.mul_diagonal` produce $x_j N_{jk}$ and $N_{jk} x_k$, and `ring` collects the difference. Induction on `m` then adds one factor at a time.

```lean
/-- The `m`-fold commutator with position multiplies each matrix element by the `m`-th power
of the displacement between its two sites. -/
theorem nestedComm_position_apply (x : n → ℝ) (M : Matrix n n ℂ) (m : ℕ) (j k : n) :
    nestedComm (position x) m M j k = ((x j : ℂ) - x k) ^ m * M j k := by
  -- a single commutator gives one factor of the displacement
  have h : ∀ N : Matrix n n ℂ,
      (position x * N - N * position x) j k = ((x j : ℂ) - x k) * N j k := by
    intro N
    rw [Matrix.sub_apply, position, Matrix.diagonal_mul, Matrix.mul_diagonal]
    ring
  induction m with
  | zero => simp [nestedComm]
  | succ m ih =>
    rw [nestedComm, h, ih]
    ring
```

Next comes the exponential of $zX$ for a complex number $z$. The proof writes $zX$ as a diagonal matrix and applies `Matrix.exp_diagonal`, which reduces the matrix exponential to ordinary exponentials of the entries.

```lean
/-- The exponential of a multiple of the position operator is diagonal, with the exponentials
of the scaled site coordinates as entries. -/
theorem exp_smul_position (x : n → ℝ) (z : ℂ) :
    NormedSpace.exp (z • position x) =
      Matrix.diagonal fun j => Complex.exp (z * x j) := by
  have h : z • position x = Matrix.diagonal fun j => z * (x j : ℂ) := by
    ext j k
    by_cases hjk : j = k
    · subst hjk
      simp [position]
    · simp [position, hjk]
  rw [h, Matrix.exp_diagonal]
  congr 1
  funext j
  rw [Complex.exp_eq_exp_ℂ]
  rw [Pi.coe_exp]
```

With $z = ia$ and $z = -ia$ this yields the conjugation formula. As in the derivation by hand, the left factor scales rows, the right factor scales columns, and `Complex.exp_add` splits the phase into one factor for each site.

```lean
/-- The phases on the matrix elements amount to the gauge transformation
`H(a) = exp(iaX) H exp(-iaX)`. -/
theorem coupled_eq_conj (H : Matrix n n ℂ) (x : n → ℝ) (a : ℝ) :
    coupled H x a = NormedSpace.exp ((Complex.I * a) • position x) * H *
      NormedSpace.exp ((-(Complex.I * a)) • position x) := by
  rw [exp_smul_position, exp_smul_position]
  ext j k
  rw [Matrix.mul_diagonal, Matrix.diagonal_mul]
  simp only [coupled, Matrix.of_apply]
  -- split the phase into one factor per site
  have h : Complex.I * a * ((x j : ℂ) - x k) =
      Complex.I * a * x j + -(Complex.I * a) * x k := by ring
  rw [h, Complex.exp_add]
  ring
```

For real $a$ the two exponentials are unitary and inverse to each other, so in this model a constant vector potential leaves the spectrum of the Hamiltonian unchanged, although the operator itself can change. On a closed ring, which was excluded above, it represents a flux through the ring and can change the spectrum.

The lemma on derivatives concerns a single function $c\,e^{iad}$ with complex constants $c$ and $d$. In the induction step the $m$-th derivative is already known as a function of `b`, and one more derivative is taken by the chain rule. The proof establishes `HasDerivAt` before it evaluates `deriv`. This matters because Lean's `deriv` returns zero for a function that is not differentiable.

```lean
/-- The `m`-th derivative of `c exp(i b d)` in real `b` is that function times `(i d) ^ m`. -/
theorem iteratedDeriv_phase (c d : ℂ) (m : ℕ) :
    iteratedDeriv m (fun b : ℝ => c * Complex.exp (Complex.I * b * d)) =
      fun b : ℝ => (Complex.I * d) ^ m * (c * Complex.exp (Complex.I * b * d)) := by
  induction m with
  | zero => simp
  | succ m ih =>
    rw [iteratedDeriv_succ, ih]
    funext a
    have h1 : HasDerivAt (fun b : ℝ => Complex.I * (b : ℂ) * d) (Complex.I * d) a := by
      simpa using (((hasDerivAt_id a).ofReal_comp).const_mul Complex.I).mul_const d
    have h2 := (h1.cexp.const_mul c).const_mul ((Complex.I * d) ^ m)
    rw [h2.deriv]
    ring
```

## Every derivative as a nested commutator

The main theorem compares the entries $(j,k)$ of the two sides. The right side becomes $i^m (x_j - x_k)^m H(a)_{jk}$ by the commutator lemma, and the left side becomes $(i(x_j - x_k))^m H(a)_{jk}$ by the lemma on phases. `mul_pow` separates the power of the product, and `ring` finishes.

```lean
/-- The `m`-th derivative of the coupled Hamiltonian in the vector potential is `i ^ m` times
the `m`-fold nested commutator of position with the coupled Hamiltonian. -/
theorem couplingDeriv_eq_nestedComm (H : Matrix n n ℂ) (x : n → ℝ) (m : ℕ) (a : ℝ) :
    couplingDeriv H x m a =
      Complex.I ^ m • nestedComm (position x) m (coupled H x a) := by
  ext j k
  rw [Matrix.smul_apply, nestedComm_position_apply, smul_eq_mul]
  simp only [couplingDeriv, coupled, Matrix.of_apply]
  rw [iteratedDeriv_phase, mul_pow]
  ring
```

The commutators in this theorem contain $H(a)$. They can be computed from the bare Hamiltonian instead, because multiplying an entry by a displacement and multiplying it by a phase can be done in either order: $C_m(H(a)) = (C_m(H))(a)$. At $a = 0$ the phases are 1, and the derivatives are $i^m C_m(H)$.

```lean
/-- Nested commutators of position with the coupled Hamiltonian are obtained by coupling the
nested commutators of the bare Hamiltonian to the same vector potential. -/
theorem nestedComm_coupled (H : Matrix n n ℂ) (x : n → ℝ) (m : ℕ) (a : ℝ) :
    nestedComm (position x) m (coupled H x a) =
      coupled (nestedComm (position x) m H) x a := by
  ext j k
  simp only [nestedComm_position_apply, coupled, Matrix.of_apply]
  ring
```

Divided by $m!$, these are the coefficients of $a^m$ in the expansion of $H(a)$. `HasSum` states that the series converges and that its sum is the given entry of $H(a)$. The proof starts from the exponential series for $ia(x_j - x_k)$, matches it term by term with the commutator series, and multiplies by the constant $H_{jk}$.

```lean
/-- Every matrix element of the coupled Hamiltonian is the sum over `m` of `(i a) ^ m / m!` times
that element of the `m`-fold nested commutator of position with the bare Hamiltonian. -/
theorem hasSum_coupled (H : Matrix n n ℂ) (x : n → ℝ) (a : ℝ) (j k : n) :
    HasSum (fun m : ℕ => (Complex.I * a) ^ m / (m.factorial : ℂ) *
      nestedComm (position x) m H j k) (coupled H x a j k) := by
  have h : HasSum (fun m : ℕ => (Complex.I * a * ((x j : ℂ) - x k)) ^ m / (m.factorial : ℂ))
      (Complex.exp (Complex.I * a * ((x j : ℂ) - x k))) := by
    rw [Complex.exp_eq_exp_ℂ]
    exact NormedSpace.expSeries_div_hasSum_exp _
  -- compare the two series term by term
  have hterm : (fun m : ℕ => (Complex.I * a) ^ m / (m.factorial : ℂ) *
      nestedComm (position x) m H j k) =
      fun m : ℕ => H j k *
        ((Complex.I * a * ((x j : ℂ) - x k)) ^ m / (m.factorial : ℂ)) := by
    funext m
    rw [nestedComm_position_apply, mul_pow (Complex.I * (a : ℂ))]
    ring
  rw [hterm]
  exact h.mul_left (H j k)
```

The last theorem is the criterion for a vanishing derivative. The hypothesis `hm : m ≠ 0` excludes the zeroth derivative, which is $H(a)$ itself and vanishes only for $H = 0$. The value of `a` is arbitrary but fixed, so a single vanishing derivative at a single value of `a` already forces $H$ to commute with $X$.

In the forward direction, `e` says that the product of $i^m$, $(x_j - x_k)^m$, $H_{jk}$ and the phase is zero. Repeated use of `mul_eq_zero` runs through the factors: the first and the last cannot vanish, and either of the other two gives $x_j H_{jk} = H_{jk} x_k$. In the backward direction $m$ is written as $p + 1$. One factor of the displacement combines with $H_{jk}$ to give zero, and `linear_combination` multiplies that equation by the remaining factors.

```lean
/-- At any vector potential, a derivative of the coupled Hamiltonian of order at least one
vanishes exactly when the bare Hamiltonian commutes with position. -/
theorem couplingDeriv_eq_zero_iff (H : Matrix n n ℂ) (x : n → ℝ) {m : ℕ} (hm : m ≠ 0)
    (a : ℝ) :
    couplingDeriv H x m a = 0 ↔ position x * H = H * position x := by
  rw [couplingDeriv_eq_nestedComm]
  constructor
  · intro h
    ext j k
    have e := congrFun (congrFun h j) k
    rw [Matrix.smul_apply, nestedComm_position_apply, smul_eq_mul, Matrix.zero_apply] at e
    simp only [coupled, Matrix.of_apply] at e
    rw [position, Matrix.diagonal_mul, Matrix.mul_diagonal]
    -- neither the power of i nor the phase can vanish
    rcases mul_eq_zero.1 e with h1 | h1
    · exact absurd h1 (pow_ne_zero _ Complex.I_ne_zero)
    rcases mul_eq_zero.1 h1 with h2 | h2
    · have h3 := (pow_eq_zero_iff hm).1 h2
      linear_combination H j k * h3
    rcases mul_eq_zero.1 h2 with h3 | h3
    · linear_combination ((x j : ℂ) - x k) * h3
    · exact absurd h3 (Complex.exp_ne_zero _)
  · intro h
    obtain ⟨p, rfl⟩ := Nat.exists_eq_succ_of_ne_zero hm
    ext j k
    have e := congrFun (congrFun h j) k
    rw [position, Matrix.diagonal_mul, Matrix.mul_diagonal] at e
    rw [Matrix.smul_apply, nestedComm_position_apply, smul_eq_mul, Matrix.zero_apply]
    simp only [coupled, Matrix.of_apply, Nat.succ_eq_add_one]
    linear_combination Complex.I ^ (p + 1) * ((x j : ℂ) - x k) ^ p *
      Complex.exp (Complex.I * a * ((x j : ℂ) - x k)) * e

end

end NonlocalMinimalCoupling
```

```lean
#print axioms NonlocalMinimalCoupling.couplingDeriv_eq_nestedComm
-- 'NonlocalMinimalCoupling.couplingDeriv_eq_nestedComm' depends on axioms: [propext, Classical.choice, Quot.sound]
#print axioms NonlocalMinimalCoupling.nestedComm_coupled
-- 'NonlocalMinimalCoupling.nestedComm_coupled' depends on axioms: [propext, Classical.choice, Quot.sound]
#print axioms NonlocalMinimalCoupling.hasSum_coupled
-- 'NonlocalMinimalCoupling.hasSum_coupled' depends on axioms: [propext, Classical.choice, Quot.sound]
#print axioms NonlocalMinimalCoupling.couplingDeriv_eq_zero_iff
-- 'NonlocalMinimalCoupling.couplingDeriv_eq_zero_iff' depends on axioms: [propext, Classical.choice, Quot.sound]
```
